# Generalised Fock rows of doubly occupied orbitals from the one-electron density matrix

In a complete-active-space calculation some orbitals, the inactive ones, hold two electrons in every configuration, while the active orbitals can have fractional occupations. The energy gradient for optimising the orbitals can be computed from the generalised Fock matrix, whose definition contains the two-electron density matrix, an array with four orbital indices. How much of that array do the rows of the inactive orbitals need?

Let $a_{p\sigma}$ remove an electron of spin $\sigma$ from orbital $p$ of a finite orthonormal set, and let $\psi$ be a unit vector. The spin-summed density matrices are

$$D_{pq}=\sum_\sigma\langle\psi|a^\dagger_{p\sigma}a_{q\sigma}|\psi\rangle,\qquad d_{pqrs}=\sum_{\sigma\tau}\langle\psi|a^\dagger_{p\sigma}a^\dagger_{r\tau}a_{s\tau}a_{q\sigma}|\psi\rangle .$$

With one-electron integrals $h_{pq}$ and two-electron integrals $g_{pqrs}=(pq|rs)$, the generalised Fock matrix is

$$F_{kn}=\sum_q D_{kq}h_{nq}+\sum_{qrs}d_{kqrs}g_{nqrs}.$$

If orbital $i$ is doubly occupied in $\psi$, then for every orbital $n$

$$F_{in}=2\Big(h_{ni}+\sum_{rs}D_{rs}\big(g_{nirs}-\tfrac12 g_{nsri}\big)\Big).$$

The row therefore needs only $D$ and the integrals. The sums run over all orbitals, $i$ included.

## Moving the creator to the right

Double occupation means that no further electron fits into $i$, so $a^\dagger_{i\sigma}\psi=0$ for both spins. The anticommutation relations then give

$$a^\dagger_{i\sigma}a_{q\tau}\psi=(\delta_{qi}\delta_{\tau\sigma}-a_{q\tau}a^\dagger_{i\sigma})\psi=\delta_{qi}\delta_{\tau\sigma}\psi .$$

Setting $\tau=\sigma$, taking the inner product with $\psi$ and summing over the two spins yields $D_{iq}=2\delta_{iq}$.

In the two-electron string, $a^\dagger_{i\sigma}$ first passes the other creator, with a change of sign, and then the annihilator $a_{s\tau}$:

$$\begin{aligned}
a^\dagger_{i\sigma}a^\dagger_{r\tau}a_{s\tau}a_{q\sigma}
&=-a^\dagger_{r\tau}a^\dagger_{i\sigma}a_{s\tau}a_{q\sigma}\\
&=a^\dagger_{r\tau}a_{s\tau}\,a^\dagger_{i\sigma}a_{q\sigma}-\delta_{si}\delta_{\tau\sigma}\,a^\dagger_{r\tau}a_{q\sigma}.
\end{aligned}$$

Acting on $\psi$, the pair $a^\dagger_{i\sigma}a_{q\sigma}$ in the first term becomes $\delta_{qi}$. In the spin sum this direct term counts both values of $\sigma$, whereas the exchange term survives only for $\tau=\sigma$. Hence

$$d_{iqrs}=2\delta_{iq}D_{rs}-\delta_{is}D_{rq}.$$

Inserting both rows into $F$ gives

$$F_{in}=2h_{ni}+2\sum_{rs}D_{rs}g_{nirs}-\sum_{qr}D_{rq}g_{nqri},$$

and renaming $q$ to $s$ in the last sum produces the stated formula.

Suppose now that every orbital is either doubly occupied or empty. For an empty orbital $r$, $a_{r\sigma}\psi=0$, so $\langle\psi|a^\dagger_{r\sigma}a_{s\sigma}|\psi\rangle=\langle a_{r\sigma}\psi|a_{s\sigma}\psi\rangle=0$ and row $r$ of $D$ vanishes. For an occupied orbital $j$, $D_{js}=2\delta_{js}$. The row becomes twice the familiar closed-shell Fock matrix element:

$$F_{in}=2\Big(h_{ni}+\sum_{j\,\mathrm{occ}}(2g_{nijj}-g_{njji})\Big).$$

## Operators and density matrices in Lean

The type `ι` labels the orbitals. The type `m` labels basis states of the many-electron space and is not an orbital index. Both are finite.

```lean
import Mathlib

open Matrix

namespace GeneralisedFockInactive

noncomputable section

variable {ι m : Type*} [Fintype ι] [DecidableEq ι] [Fintype m] [DecidableEq m]
```

The annihilators are complex matrices, `Fin 2` holds the two spin values, and `ᴴ` is the conjugate transpose, which turns an annihilator into a creator. The field `ann` says that annihilators anticommute; `mixed` gives the relation between annihilators and creators, whose Kronecker delta encodes the orthonormality of the orbitals.

```lean
/-- The canonical anticommutation relations for annihilators `a p σ` of an electron in
orbital `p` with spin `σ`; the creators are the conjugate transposes. -/
structure IsCAR (a : ι → Fin 2 → Matrix m m ℂ) : Prop where
  ann : ∀ p q σ τ, a p σ * a q τ + a q τ * a p σ = 0
  mixed : ∀ p q σ τ, a p σ * (a q τ)ᴴ + (a q τ)ᴴ * a p σ =
    if p = q ∧ σ = τ then 1 else 0
```

Double occupation is a condition on the state alone. Neither a definite particle number nor an energy eigenstate is required.

```lean
/-- Orbital `i` is doubly occupied in `ψ`: the creators of both spins annihilate `ψ`. -/
def IsDoublyOccupied (a : ι → Fin 2 → Matrix m m ℂ) (ψ : m → ℂ) (i : ι) : Prop :=
  ∀ σ, (a i σ)ᴴ *ᵥ ψ = 0
```

In the expectation value, `*ᵥ` applies a matrix to a vector and `⬝ᵥ` is the dot product without conjugation, so the left vector carries `star`. There is no division by the norm; normalisation enters as a separate hypothesis.

```lean
/-- The expectation value `⟨ψ|X|ψ⟩`. -/
def expect (ψ : m → ℂ) (X : Matrix m m ℂ) : ℂ := star ψ ⬝ᵥ (X *ᵥ ψ)
```

The definitions `rdm1` and `rdm2` are $D$ and $d$. In `rdm2 a ψ p q r s` the first and second indices carry the spin `σ`, the third and fourth the spin `τ`, and the two spins are summed independently, matching the order of $(pq|rs)$.

```lean
/-- The spin-summed one-electron density matrix `D_pq`. -/
def rdm1 (a : ι → Fin 2 → Matrix m m ℂ) (ψ : m → ℂ) (p q : ι) : ℂ :=
  expect ψ (∑ σ, (a p σ)ᴴ * a q σ)

/-- The spin-summed two-electron density matrix `d_pqrs`, the expectation value of
`a†_pσ a†_rτ a_sτ a_qσ` summed over both spins. -/
def rdm2 (a : ι → Fin 2 → Matrix m m ℂ) (ψ : m → ℂ) (p q r s : ι) : ℂ :=
  expect ψ (∑ σ, ∑ τ, (a p σ)ᴴ * (a r τ)ᴴ * a s τ * a q σ)
```

The arrays `h` and `g` are arbitrary complex numbers, with no permutation symmetry assumed, so the order of the indices in the results matters.

```lean
/-- The generalised Fock matrix `F_kn = ∑ D_kq h_nq + ∑ d_kqrs g_nqrs`. -/
def genFock (h : ι → ι → ℂ) (g : ι → ι → ι → ι → ℂ) (a : ι → Fin 2 → Matrix m m ℂ)
    (ψ : m → ℂ) (k n : ι) : ℂ :=
  ∑ q, rdm1 a ψ k q * h n q + ∑ q, ∑ r, ∑ s, rdm2 a ψ k q r s * g n q r s
```

Here $F$ is defined by its formula. For the Hamiltonian $H=\sum_{pq\sigma}h_{pq}a^\dagger_{p\sigma}a_{q\sigma}+\tfrac12\sum_{pqrs\sigma\tau}g_{pqrs}a^\dagger_{p\sigma}a^\dagger_{r\tau}a_{s\tau}a_{q\sigma}$ with $g_{pqrs}=g_{rspq}$, it equals $\sum_\sigma\langle\psi|a^\dagger_{k\sigma}[a_{n\sigma},H]|\psi\rangle$, and for real orbitals and a state $\psi$ with real coefficients its antisymmetric part gives the orbital gradient up to a constant factor. That link to the energy is the step from this model to an actual orbital optimisation which the hypotheses leave open.

## The two operator identities

The structure `IsCAR` lists no relation between two creators. It follows by taking the adjoint of `ann`, which reverses the products; the orbitals and spins are therefore supplied in swapped order.

```lean
variable {a : ι → Fin 2 → Matrix m m ℂ} {ψ : m → ℂ} {i : ι}

omit [Fintype ι] in
/-- For CAR operators, any two creators anticommute. -/
theorem creators_anticomm (ha : IsCAR a) (p q : ι) (σ τ : Fin 2) :
    (a p σ)ᴴ * (a q τ)ᴴ = -((a q τ)ᴴ * (a p σ)ᴴ) := by
  have h := congrArg conjTranspose (ha.ann q p τ σ)
  rw [conjTranspose_add, conjTranspose_mul, conjTranspose_mul, conjTranspose_zero] at h
  exact eq_neg_of_add_eq_zero_left h
```

The next lemma is the identity for $a^\dagger_{i\sigma}a_{q\tau}\psi$. The auxiliary statement `h` rearranges `mixed`, and `hi σ` removes the term in which the creator reaches $\psi$.

```lean
omit [Fintype ι] in
/-- For CAR operators and `i` doubly occupied in `ψ`, an electron can be put into `i` only
after one of the same spin was removed from `i`, and this restores `ψ`. -/
theorem create_annihilate (ha : IsCAR a) (hi : IsDoublyOccupied a ψ i) (q : ι)
    (σ τ : Fin 2) :
    ((a i σ)ᴴ * a q τ) *ᵥ ψ = if q = i ∧ τ = σ then ψ else 0 := by
  have h : (a i σ)ᴴ * a q τ =
      (if q = i ∧ τ = σ then 1 else 0 : Matrix m m ℂ) - a q τ * (a i σ)ᴴ := by
    rw [← ha.mixed q i τ σ]
    abel
  rw [h, sub_mulVec, ← mulVec_mulVec, hi σ, mulVec_zero, sub_zero]
  split_ifs <;> simp
```

For the two-electron string, the equation `e` is the operator identity derived above. It uses the anticommutation of the creators and then `mixed`, with `noncomm_ring` collecting the products without changing their order. Applying `create_annihilate` to the rightmost pair leaves the direct and exchange terms.

```lean
omit [Fintype ι] in
/-- For CAR operators and `i` doubly occupied in `ψ`, the two-electron string starting with
the creator of `i` acts on `ψ` as a direct minus an exchange one-electron term. -/
theorem string_reduction (ha : IsCAR a) (hi : IsDoublyOccupied a ψ i) (q r s : ι)
    (σ τ : Fin 2) :
    ((a i σ)ᴴ * (a r τ)ᴴ * a s τ * a q σ) *ᵥ ψ =
      (if q = i then ((a r τ)ᴴ * a s τ) *ᵥ ψ else 0) -
      (if s = i ∧ τ = σ then ((a r τ)ᴴ * a q σ) *ᵥ ψ else 0) := by
  -- move the creator of `i` to the right, next to the last annihilator
  have e : (a i σ)ᴴ * (a r τ)ᴴ * a s τ * a q σ =
      (a r τ)ᴴ * a s τ * ((a i σ)ᴴ * a q σ) -
      (a r τ)ᴴ * (if s = i ∧ τ = σ then 1 else 0 : Matrix m m ℂ) * a q σ := by
    rw [creators_anticomm ha i r σ τ, ← ha.mixed s i τ σ]
    noncomm_ring
  rw [e, sub_mulVec, ← mulVec_mulVec, create_annihilate ha hi]
  simp only [and_true]
  split_ifs <;> simp
```

## Rows of the density matrices

Expanding the spin sum turns $D_{iq}$ into two equal contributions. The hypothesis `hψ`, which says $\langle\psi|\psi\rangle=1$, makes each of them 1 when $q=i$.

```lean
omit [Fintype ι] in
/-- For CAR operators and a unit vector `ψ` with `i` doubly occupied, `D_iq = 2 δ_iq`. -/
theorem rdm1_row (ha : IsCAR a) (hi : IsDoublyOccupied a ψ i) (hψ : star ψ ⬝ᵥ ψ = 1)
    (q : ι) : rdm1 a ψ i q = if q = i then 2 else 0 := by
  simp only [rdm1, expect, Fin.sum_univ_two, add_mulVec, dotProduct_add,
    create_annihilate ha hi, and_true]
  split_ifs
  · rw [hψ]; norm_num
  · simp
```

The two-electron row needs no normalisation, because both sides scale with $\langle\psi|\psi\rangle$. The proof writes out the four spin combinations and distinguishes whether $q=i$ and whether $s=i$; in each case the remaining expectation values add up to the claimed combination of entries of $D$.

```lean
omit [Fintype ι] in
/-- For CAR operators and `i` doubly occupied in `ψ`,
`d_iqrs = 2 δ_iq D_rs - δ_is D_rq`. -/
theorem rdm2_row (ha : IsCAR a) (hi : IsDoublyOccupied a ψ i) (q r s : ι) :
    rdm2 a ψ i q r s =
      (if q = i then 2 * rdm1 a ψ r s else 0) - (if s = i then rdm1 a ψ r q else 0) := by
  simp only [rdm2, rdm1, expect, Fin.sum_univ_two, add_mulVec, dotProduct_add,
    string_reduction ha hi]
  by_cases hq : q = i <;> by_cases hs : s = i <;>
    simp only [hq, hs, true_and, false_and, zero_ne_one, one_ne_zero, if_true, if_false,
      dotProduct_sub, dotProduct_zero] <;> ring
```

## The Fock row and its closed-shell form

In the main theorem, `h0` evaluates the one-electron sum, `h1` collapses the direct term to $q=i$, and `h2` collapses the exchange term to $s=i$ after exchanging the order of the sums over $q$ and $r$. Splitting the right-hand side in `h3` brings it to the same form.

For a multiconfigurational state with exactly doubly occupied inactive orbitals, this means that the Fock rows of these orbitals can be assembled from $D$ and the integrals, without any element of the two-electron density matrix. An orbital whose occupation is merely close to two does not meet the hypothesis.

```lean
/-- For CAR operators and a unit vector `ψ` with `i` doubly occupied, the generalised Fock
row is `F_in = 2 (h_ni + ∑ D_rs (g_nirs - g_nsri / 2))`. -/
theorem genFock_row (h : ι → ι → ℂ) (g : ι → ι → ι → ι → ℂ) (ha : IsCAR a)
    (hi : IsDoublyOccupied a ψ i) (hψ : star ψ ⬝ᵥ ψ = 1) (n : ι) :
    genFock h g a ψ i n =
      2 * (h n i + ∑ r, ∑ s, rdm1 a ψ r s * (g n i r s - g n s r i / 2)) := by
  have h0 : ∑ q, (if q = i then (2 : ℂ) else 0) * h n q = 2 * h n i := by
    simp [ite_mul]
  -- direct term
  have h1 : ∑ q, ∑ r, ∑ s, (if q = i then 2 * rdm1 a ψ r s else 0) * g n q r s =
      ∑ r, ∑ s, 2 * rdm1 a ψ r s * g n i r s := by
    rw [Finset.sum_eq_single i]
    · simp
    · intro q _ hq
      simp [hq]
    · simp
  -- exchange term
  have h2 : ∑ q, ∑ r, ∑ s, (if s = i then rdm1 a ψ r q else 0) * g n q r s =
      ∑ r, ∑ s, rdm1 a ψ r s * g n s r i := by
    rw [Finset.sum_comm]
    simp [ite_mul]
  have h3 : ∑ r, ∑ s, rdm1 a ψ r s * (g n i r s - g n s r i / 2) =
      (∑ r, ∑ s, 2 * rdm1 a ψ r s * g n i r s) / 2 -
      (∑ r, ∑ s, rdm1 a ψ r s * g n s r i) / 2 := by
    simp only [Finset.sum_div, ← Finset.sum_sub_distrib]
    exact Finset.sum_congr rfl fun r _ => Finset.sum_congr rfl fun s _ => by ring
  rw [h3]
  simp only [genFock, rdm1_row ha hi hψ, rdm2_row ha hi, sub_mul,
    Finset.sum_sub_distrib, h0, h1, h2]
  ring
```

In the closed-shell theorem `occ` is the set of doubly occupied orbitals, and `hemp` says that both annihilators of every other orbital give zero on $\psi$. The statement `key` evaluates the sum over $s$ for fixed $r$: an occupied $r$ contributes its Coulomb and exchange integrals, an empty one contributes nothing because `hz` moves its creator to the left-hand vector. The index $n$ may be occupied or empty.

```lean
/-- For CAR operators and a unit vector `ψ` in which the orbitals of `occ` are doubly occupied
and all others empty, `F_in = 2 (h_ni + ∑ (2 g_nijj - g_njji))` for `i` in `occ`, with `j`
running over `occ`. -/
theorem genFock_closedShell (h : ι → ι → ℂ) (g : ι → ι → ι → ι → ℂ) (ha : IsCAR a)
    (hψ : star ψ ⬝ᵥ ψ = 1) (occ : Finset ι) (hocc : ∀ j ∈ occ, IsDoublyOccupied a ψ j)
    (hemp : ∀ j ∉ occ, ∀ σ, a j σ *ᵥ ψ = 0) (hi : i ∈ occ) (n : ι) :
    genFock h g a ψ i n = 2 * (h n i + ∑ j ∈ occ, (2 * g n i j j - g n j j i)) := by
  have key : ∀ r, ∑ s, rdm1 a ψ r s * (g n i r s - g n s r i / 2) =
      if r ∈ occ then 2 * g n i r r - g n r r i else 0 := by
    intro r
    by_cases hr : r ∈ occ
    · simp only [rdm1_row ha (hocc r hr) hψ, ite_mul, zero_mul, Finset.sum_ite_eq',
        Finset.mem_univ, if_true, hr]
      ring
    · -- an empty orbital has a vanishing density-matrix row
      have hz : ∀ s σ, star ψ ⬝ᵥ (((a r σ)ᴴ * a s σ) *ᵥ ψ) = 0 := by
        intro s σ
        rw [← mulVec_mulVec, dotProduct_mulVec, ← star_mulVec, hemp r hr σ, star_zero,
          zero_dotProduct]
      have hD : ∀ s, rdm1 a ψ r s = 0 := by
        intro s
        simp only [rdm1, expect, Fin.sum_univ_two, add_mulVec, dotProduct_add, hz, add_zero]
      simp only [hD, zero_mul, Finset.sum_const_zero, hr, if_false]
  rw [genFock_row h g ha (hocc i hi) hψ, Finset.sum_congr rfl fun r _ => key r,
    Finset.sum_ite_mem, Finset.univ_inter]
```

## One doubly occupied orbital as an example

The hypotheses are met by a single orbital with its four states: empty, spin up, spin down and double. The minus sign in the second matrix comes from the ordering $|\uparrow\downarrow\rangle=a^\dagger_\uparrow a^\dagger_\downarrow|0\rangle$, since $a_\downarrow$ must pass $a^\dagger_\uparrow$ before it removes its electron.

```lean
/-- The two spin annihilators of a single orbital in the basis empty, up, down, double. -/
def siteAnn : Fin 2 → Matrix (Fin 4) (Fin 4) ℂ :=
  ![!![0, 1, 0, 0; 0, 0, 0, 0; 0, 0, 0, 1; 0, 0, 0, 0],
    !![0, 0, 1, 0; 0, 0, 0, -1; 0, 0, 0, 0; 0, 0, 0, 0]]
```

The last theorem checks the anticommutation relations entry by entry, then the norm of the doubly occupied state and the vanishing of both creators on it. This example has no active orbital, so it illustrates the closed-shell situation only.

```lean
set_option maxHeartbeats 400000 in
/-- The annihilators `siteAnn` of a single orbital obey the CAR, and the last basis state is a
unit vector in which this orbital is doubly occupied. -/
theorem genFock_row_witness :
    IsCAR (fun _ : Fin 1 => siteAnn) ∧
    star (![0, 0, 0, 1] : Fin 4 → ℂ) ⬝ᵥ ![0, 0, 0, 1] = 1 ∧
    IsDoublyOccupied (fun _ : Fin 1 => siteAnn) ![0, 0, 0, 1] 0 := by
  refine ⟨⟨?_, ?_⟩, ?_, ?_⟩
  · intro p q σ τ
    ext x y
    fin_cases σ <;> fin_cases τ <;> fin_cases x <;> fin_cases y <;>
      simp [siteAnn]
  · intro p q σ τ
    have hpq : p = q := Subsingleton.elim p q
    subst hpq
    ext x y
    -- write out the entries before inserting the literal matrices
    simp only [true_and, Matrix.add_apply, Matrix.mul_apply, conjTranspose_apply,
      Fin.sum_univ_four]
    fin_cases σ <;> fin_cases τ <;> fin_cases x <;> fin_cases y <;> simp [siteAnn]
  · simp [dotProduct, Fin.sum_univ_four]
  · intro σ
    funext x
    simp only [Matrix.mulVec, dotProduct, conjTranspose_apply, Fin.sum_univ_four]
    fin_cases σ <;> fin_cases x <;> simp [siteAnn]

end

end GeneralisedFockInactive
```

```lean
#print axioms GeneralisedFockInactive.genFock_row
-- 'GeneralisedFockInactive.genFock_row' depends on axioms: [propext, Classical.choice, Quot.sound]
#print axioms GeneralisedFockInactive.genFock_closedShell
-- 'GeneralisedFockInactive.genFock_closedShell' depends on axioms: [propext, Classical.choice, Quot.sound]
```
